# The lowest kinetic energy of one particle on a finite chain between hard walls

## Two sites between two walls

Put a particle on two sites with real amplitudes $u_1$ and $u_2$, and let hard walls force $u_0 = u_3 = 0$. When the weight $u_1^2+u_2^2$ is 1, its mean kinetic energy, in suitable units, is the sum of squared differences over the three bonds. The same sum is called the energy here for any weight:

$$u_1^2 + (u_2-u_1)^2 + u_2^2 = 1\cdot(u_1^2+u_2^2) + (u_2-u_1)^2 .$$

The energy is therefore at least 1 times the weight $u_1^2+u_2^2$, and the excess is a square that vanishes only when $u_1=u_2$. The factor is $1 = 4\sin^2(\pi/6)$, and equal amplitudes are the values of $\sin(\pi j/3)$ at $j=1,2$, up to a factor. For longer chains the excess is again a sum of squares, now of differences between the ratios of $u$ to a sine wave.

## The bound on $n$ sites

Let the interior sites be $1,\dots,n$, with $u_0=u_{n+1}=0$, and set

$$\lambda = 4\sin^2\frac{\pi}{2(n+1)},\qquad s_j=\sin\frac{\pi j}{n+1}.$$

Then

$$\sum_{j=0}^{n}(u_{j+1}-u_j)^2\;\ge\;\lambda\sum_{j=1}^{n}u_j^2 ,$$

with equality exactly when $u_j=c\,s_j$ on all sites $0,\dots,n+1$ for some real $c$.

For a particle of mass $M$ on a grid of spacing $d$, the energy unit is $\hbar^2/(2Md^2)$. For one particle without a potential on such a uniform grid between hard walls, with $n\ge1$, $\lambda$ is in this unit the lowest eigenvalue of the three-point finite-difference kinetic energy. This makes it an exact reference value for a grid code that uses the same three-point formula and the same walls.

In Lean an amplitude is a function `u : ℕ → ℝ`, of which only the values at sites $0$ to $n+1$ matter. The two sums are `bondEnergy n u` and `weight n u`; the latter runs over `range n` and reads `u (j + 1)`, so it covers the interior sites. The constant $\lambda$ is `confinementEnergy n`, and $s_j$ is `groundMode n j`. The walls are the hypotheses `u 0 = 0` and `u (n + 1) = 0`.

Four theorems carry the physics:

- `confinement_bound` is the inequality for every $n$, including the empty chain $n=0$, where both sides vanish.
- `confinement_eq_iff` is the equality case.
- `confinementEnergy_isLeast` says that for $n\ge1$ the value $\lambda$ is attained, and is the smallest energy, among real amplitudes of weight 1 that vanish at the walls.
- `confinement_bound_complex` is the inequality for complex amplitudes, with $|\psi_j|^2$ in place of $u_j^2$. The equality case is stated for real amplitudes only.

The model has one dimension, uniform bonds and a single particle. It contains no potential or interaction, and the theorems concern the lowest level only.

## Completing the square bond by bond

With $\theta=\pi/(n+1)$, the addition formulas give

$$s_{j+2}+s_j = 2\cos\theta\; s_{j+1} = (2-\lambda)\,s_{j+1},$$

because $2\cos\theta = 2-4\sin^2(\theta/2)$. This is the discrete Schrödinger equation at energy $\lambda$. Moreover $s_0=s_{n+1}=0$, and $s_j>0$ in between, since the argument of the sine lies strictly between $0$ and $\pi$.

Take three consecutive values $a,b,c$ of $s$ (this $c$ is not the factor in the equality case), with $a,b\neq0$ and $c+a=(2-\lambda)b$, and let $x,y$ be the values of $u$ at the first two of these sites. Then

$$\Big(\frac ba-1\Big)x^2+(y-x)^2-\lambda y^2 = ab\Big(\frac yb-\frac xa\Big)^2+\Big(\frac cb-1\Big)y^2 .$$

To check it, expand the square on the right. The coefficient of $y^2$ becomes $(a+c)/b-1=1-\lambda$, that of $xy$ is $-2$, and that of $x^2$ is $b/a$. The left side has the same three coefficients.

The identity passes a boundary term from one site to the next. At the left wall, $u_0=s_0=0$ gives $s_2/s_1=2-\lambda$, so

$$u_1^2-\lambda u_1^2=\Big(\frac{s_2}{s_1}-1\Big)u_1^2 .$$

Adding one bond and one site at a time yields, for $m+1\le n$,

$$\sum_{j=0}^{m}(u_{j+1}-u_j)^2-\lambda\sum_{j=1}^{m+1}u_j^2=\sum_{j=0}^{m-1}s_{j+1}s_{j+2}\Big(\frac{u_{j+2}}{s_{j+2}}-\frac{u_{j+1}}{s_{j+1}}\Big)^2+\Big(\frac{s_{m+2}}{s_{m+1}}-1\Big)u_{m+1}^2 .$$

Now let $n=m+1$. Since $s_{m+2}=0$, the boundary term is $-u_{m+1}^2$. The last bond, which runs to the right wall, contributes $+u_{m+1}^2$ and cancels it. What remains is the exact excess energy, a sum of nonnegative terms, and the bound follows.

If the excess is zero, every term is zero. Since $s_{j+1}s_{j+2}>0$, all ratios $u_j/s_j$ on interior sites agree, so $u_j=c\,s_j$ there, and at the walls both sides vanish. Conversely, a constant ratio makes every term zero.

For $n\ge1$ the half-wave can be normalised. Since $\sum_{j=1}^n s_j^2=(n+1)/2$, the normalised state is $\sqrt{2/(n+1)}\,\sin(\pi j/(n+1))$. It has weight 1 and energy $\lambda$, so the minimum is attained. For complex $\psi$, apply the real bound to the real and imaginary parts and add.

## Three sites with numbers

For $n=3$, $\lambda=4\sin^2(\pi/8)=2-\sqrt2\approx0.586$. Take $u=(1,2,1)$ on the interior sites. All four bonds have difference $\pm1$, so the energy is 4. The weight is 6, and the excess is

$$4-6(2-\sqrt2)=6\sqrt2-8\approx0.485 .$$

The sum of squares gives the same value. With $s=(\tfrac{\sqrt2}2,1,\tfrac{\sqrt2}2)$ there are two equal terms, each $\tfrac{\sqrt2}2(2-\sqrt2)^2=3\sqrt2-4$. The energy per unit weight is $4/6\approx0.667$, above $0.586$ as it must be.

## The chain in Lean

```lean
import Mathlib

open Real Finset

namespace HardWallChain

noncomputable section

/-- Kinetic (bond) energy of a real amplitude `u` on the sites `0, ..., n + 1`. -/
def bondEnergy (n : ℕ) (u : ℕ → ℝ) : ℝ := ∑ j ∈ range (n + 1), (u (j + 1) - u j) ^ 2

/-- Total weight of the amplitude on the interior sites `1, ..., n`. -/
def weight (n : ℕ) (u : ℕ → ℝ) : ℝ := ∑ j ∈ range n, u (j + 1) ^ 2

/-- The confinement energy `4 sin² (π / (2 (n + 1)))` of a chain with `n` interior sites. -/
def confinementEnergy (n : ℕ) : ℝ := 4 * Real.sin (π / (2 * ((n : ℝ) + 1))) ^ 2

/-- The half-wave `sin (π j / (n + 1))` between the two walls. -/
def groundMode (n j : ℕ) : ℝ := Real.sin (π * (j : ℝ) / ((n : ℝ) + 1))

/-- Energy cost on the bond from `j + 1` to `j + 2` of a varying ratio `u / s`,
for a reference mode `s` that is nonzero on both sites. -/
def localExcess (s u : ℕ → ℝ) (j : ℕ) : ℝ :=
  s (j + 1) * s (j + 2) * (u (j + 2) / s (j + 2) - u (j + 1) / s (j + 1)) ^ 2

/-- The half-wave vanishes at both walls. -/
theorem groundMode_walls (n : ℕ) : groundMode n 0 = 0 ∧ groundMode n (n + 1) = 0 := by
  constructor
  · simp [groundMode]
  · have hn : (n : ℝ) + 1 ≠ 0 := by positivity
    have h : π * ((n + 1 : ℕ) : ℝ) / ((n : ℝ) + 1) = π := by
      push_cast
      exact mul_div_cancel_right₀ _ hn
    rw [groundMode, h, Real.sin_pi]

/-- The half-wave is positive on every interior site. -/
theorem groundMode_pos {n j : ℕ} (h0 : 0 < j) (hj : j < n + 1) : 0 < groundMode n j := by
  have hn : (0 : ℝ) < (n : ℝ) + 1 := by positivity
  have h0' : (0 : ℝ) < j := by exact_mod_cast h0
  have hj' : (j : ℝ) < (n : ℝ) + 1 := by exact_mod_cast hj
  apply Real.sin_pos_of_pos_of_lt_pi
  · positivity
  · rw [div_lt_iff₀ hn]
    exact mul_lt_mul_of_pos_left hj' Real.pi_pos

/-- The half-wave solves the discrete Schrödinger equation at the confinement energy. -/
theorem groundMode_schrodinger (n j : ℕ) :
    groundMode n (j + 2) + groundMode n j
      = (2 - confinementEnergy n) * groundMode n (j + 1) := by
  have hn : (n : ℝ) + 1 ≠ 0 := by positivity
  have hθ : π / ((n : ℝ) + 1) = 2 * (π / (2 * ((n : ℝ) + 1))) := by field_simp
  have hc : Real.cos (π / ((n : ℝ) + 1))
      = 1 - 2 * Real.sin (π / (2 * ((n : ℝ) + 1))) ^ 2 := by
    rw [hθ, Real.cos_two_mul]
    linarith [Real.sin_sq_add_cos_sq (π / (2 * ((n : ℝ) + 1)))]
  have hp : π * ((j + 2 : ℕ) : ℝ) / ((n : ℝ) + 1)
      = π * ((j + 1 : ℕ) : ℝ) / ((n : ℝ) + 1) + π / ((n : ℝ) + 1) := by
    push_cast
    ring
  have hm : π * (j : ℝ) / ((n : ℝ) + 1)
      = π * ((j + 1 : ℕ) : ℝ) / ((n : ℝ) + 1) - π / ((n : ℝ) + 1) := by
    push_cast
    ring
  unfold groundMode confinementEnergy
  rw [hp, hm, Real.sin_add, Real.sin_sub, hc]
  ring

/-- Let `u 0 = 0`, and let `s` solve the discrete Schrödinger equation at energy `lam`, with `s 0 =
0` and `s` nonzero on the sites `1, ..., m + 1`. Then the bond energy up to site `m + 1` minus `lam`
times the weight up to that site is a sum of local excesses plus a boundary term. -/
theorem partial_energy_balance (s u : ℕ → ℝ) (lam : ℝ) (h0 : s 0 = 0) (hu : u 0 = 0)
    (hrec : ∀ j, s (j + 2) + s j = (2 - lam) * s (j + 1))
    (m : ℕ) (hs : ∀ j ≤ m, s (j + 1) ≠ 0) :
    bondEnergy m u - lam * weight (m + 1) u
      = ∑ j ∈ range m, localExcess s u j + (s (m + 2) / s (m + 1) - 1) * u (m + 1) ^ 2 := by
  -- completing the square on a single bond
  have key : ∀ a b c x y : ℝ, a ≠ 0 → b ≠ 0 → c + a = (2 - lam) * b →
      (b / a - 1) * x ^ 2 + (y - x) ^ 2 - lam * y ^ 2
        = a * b * (y / b - x / a) ^ 2 + (c / b - 1) * y ^ 2 := by
    intro a b c x y ha hb h
    have hc : c = (2 - lam) * b - a := by linarith
    rw [hc]
    field_simp
    ring
  induction m with
  | zero =>
    have h : s 2 + s 0 = (2 - lam) * s 1 := hrec 0
    rw [h0, add_zero] at h
    have hq : s 2 / s 1 = 2 - lam := by
      rw [h]
      exact mul_div_cancel_right₀ _ (hs 0 le_rfl)
    simp only [bondEnergy, weight, zero_add, sum_range_one, sum_range_zero, hu, hq]
    ring
  | succ m ih =>
    have ih' : bondEnergy m u - lam * weight (m + 1) u = ∑ j ∈ range m, localExcess s u j
        + (s (m + 1 + 1) / s (m + 1) - 1) * u (m + 1) ^ 2 :=
      ih fun j hj => hs j (by omega)
    have hE : bondEnergy (m + 1) u = bondEnergy m u + (u (m + 1 + 1) - u (m + 1)) ^ 2 :=
      sum_range_succ (fun j => (u (j + 1) - u j) ^ 2) (m + 1)
    have hW : weight (m + 1 + 1) u = weight (m + 1) u + u (m + 1 + 1) ^ 2 :=
      sum_range_succ (fun j => u (j + 1) ^ 2) (m + 1)
    have hL : localExcess s u m = s (m + 1) * s (m + 1 + 1)
        * (u (m + 1 + 1) / s (m + 1 + 1) - u (m + 1) / s (m + 1)) ^ 2 := rfl
    rw [hE, hW, sum_range_succ, hL]
    linear_combination ih' + key (s (m + 1)) (s (m + 1 + 1)) (s (m + 1 + 2)) (u (m + 1))
      (u (m + 1 + 1)) (hs m (by omega)) (hs (m + 1) le_rfl) (hrec (m + 1))

/-- For an amplitude vanishing at both walls of a chain with `m + 1` interior sites, the bond energy
minus the confinement energy times the weight is the sum of the local excesses relative to the
half-wave. -/
theorem energy_excess (m : ℕ) (u : ℕ → ℝ) (hu : u 0 = 0) (hw : u (m + 2) = 0) :
    bondEnergy (m + 1) u - confinementEnergy (m + 1) * weight (m + 1) u
      = ∑ j ∈ range m, localExcess (groundMode (m + 1)) u j := by
  have h := partial_energy_balance (groundMode (m + 1)) u (confinementEnergy (m + 1))
    (groundMode_walls _).1 hu (groundMode_schrodinger _) m
    (fun j hj => (groundMode_pos (by omega) (by omega)).ne')
  have hend : groundMode (m + 1) (m + 2) = 0 := (groundMode_walls (m + 1)).2
  have hE : bondEnergy (m + 1) u = bondEnergy m u + (u (m + 2) - u (m + 1)) ^ 2 :=
    sum_range_succ (fun j => (u (j + 1) - u j) ^ 2) (m + 1)
  rw [hend, zero_div] at h
  rw [hE, hw]
  linear_combination h

/-- Each local excess relative to the half-wave is nonnegative. -/
theorem localExcess_nonneg (m : ℕ) (u : ℕ → ℝ) (j : ℕ) (hj : j ∈ range m) :
    0 ≤ localExcess (groundMode (m + 1)) u j := by
  have hj' := mem_range.1 hj
  have h1 : 0 < groundMode (m + 1) (j + 1) := groundMode_pos (by omega) (by omega)
  have h2 : 0 < groundMode (m + 1) (j + 2) := groundMode_pos (by omega) (by omega)
  exact mul_nonneg (mul_pos h1 h2).le (sq_nonneg _)

/-- Confinement bound: an amplitude vanishing at both walls has bond energy at least
the confinement energy times its weight. -/
theorem confinement_bound (n : ℕ) (u : ℕ → ℝ) (hu : u 0 = 0) (hw : u (n + 1) = 0) :
    confinementEnergy n * weight n u ≤ bondEnergy n u := by
  rcases n with _ | m
  · have h : weight 0 u = 0 := by simp [weight]
    rw [h, mul_zero]
    unfold bondEnergy
    positivity
  · have h := energy_excess m u hu hw
    have h' := sum_nonneg (localExcess_nonneg m u)
    linarith

/-- The confinement bound is an equality exactly for the multiples of the half-wave. -/
theorem confinement_eq_iff (n : ℕ) (u : ℕ → ℝ) (hu : u 0 = 0) (hw : u (n + 1) = 0) :
    bondEnergy n u = confinementEnergy n * weight n u
      ↔ ∃ c : ℝ, ∀ j ≤ n + 1, u j = c * groundMode n j := by
  rcases n with _ | m
  · have hw' : u 1 = 0 := hw
    constructor
    · intro _
      refine ⟨0, fun j hj => ?_⟩
      have hj' : j = 0 ∨ j = 1 := by omega
      rcases hj' with rfl | rfl
      · rw [hu, zero_mul]
      · rw [hw', zero_mul]
    · intro _
      simp [bondEnergy, weight, hu, hw']
  have hex := energy_excess m u hu hw
  have hne : ∀ j ≤ m, groundMode (m + 1) (j + 1) ≠ 0 := fun j hj =>
    (groundMode_pos (by omega) (by omega)).ne'
  constructor
  · intro h
    have hz : ∑ j ∈ range m, localExcess (groundMode (m + 1)) u j = 0 := by linarith
    have hall := (sum_eq_zero_iff_of_nonneg (localExcess_nonneg m u)).1 hz
    -- vanishing excess makes the ratio to the half-wave constant
    have hr : ∀ j ≤ m, u (j + 1) / groundMode (m + 1) (j + 1)
        = u 1 / groundMode (m + 1) 1 := by
      intro j
      induction j with
      | zero => intro _; rfl
      | succ j ih =>
        intro hj
        have hl := hall j (mem_range.2 (by omega))
        unfold localExcess at hl
        have hp := mul_ne_zero (hne j (by omega)) (hne (j + 1) hj)
        have hq := pow_eq_zero_iff (two_ne_zero) |>.1 ((mul_eq_zero.1 hl).resolve_left hp)
        exact (sub_eq_zero.1 hq).trans (ih (by omega))
    refine ⟨u 1 / groundMode (m + 1) 1, fun j hj => ?_⟩
    rcases j with _ | j
    · rw [hu, (groundMode_walls _).1, mul_zero]
    · by_cases hjm : j ≤ m
      · rw [← hr j hjm]
        exact (div_mul_cancel₀ _ (hne j hjm)).symm
      · have hj' : j = m + 1 := by omega
        rw [hj', hw, (groundMode_walls _).2, mul_zero]
  · rintro ⟨c, hc⟩
    have hz : ∑ j ∈ range m, localExcess (groundMode (m + 1)) u j = 0 := by
      apply sum_eq_zero
      intro j hj
      have hj' := mem_range.1 hj
      unfold localExcess
      rw [hc (j + 2) (by omega), hc (j + 1) (by omega),
        mul_div_cancel_right₀ _ (hne (j + 1) (by omega)),
        mul_div_cancel_right₀ _ (hne j (by omega))]
      ring
    linarith

/-- For at least one interior site, the confinement energy is the least bond energy among
real amplitudes of unit weight that vanish at both walls. -/
theorem confinementEnergy_isLeast (n : ℕ) (hn : 0 < n) :
    IsLeast {e : ℝ | ∃ u : ℕ → ℝ, u 0 = 0 ∧ u (n + 1) = 0 ∧ weight n u = 1 ∧
      bondEnergy n u = e} (confinementEnergy n) := by
  constructor
  · have hN : 0 < weight n (groundMode n) := by
      apply sum_pos
      · intro j hj
        have hj' := mem_range.1 hj
        exact pow_pos (groundMode_pos (by omega) (by omega)) 2
      · exact ⟨0, mem_range.2 hn⟩
    -- normalise the half-wave
    let c : ℝ := (√(weight n (groundMode n)))⁻¹
    have h0 : c * groundMode n 0 = 0 := by rw [(groundMode_walls n).1, mul_zero]
    have h1 : c * groundMode n (n + 1) = 0 := by rw [(groundMode_walls n).2, mul_zero]
    have hW : weight n (fun j => c * groundMode n j) = 1 := by
      have h : weight n (fun j => c * groundMode n j) = c ^ 2 * weight n (groundMode n) := by
        simp only [weight, mul_pow, mul_sum]
      rw [h, inv_pow, Real.sq_sqrt hN.le]
      exact inv_mul_cancel₀ hN.ne'
    refine ⟨fun j => c * groundMode n j, h0, h1, hW, ?_⟩
    have h := (confinement_eq_iff n (fun j => c * groundMode n j) h0 h1).2
      ⟨c, fun _ _ => rfl⟩
    rw [h, hW, mul_one]
  · rintro e ⟨u, hu, hw, hW, rfl⟩
    have h := confinement_bound n u hu hw
    rwa [hW, mul_one] at h

/-- The confinement bound for complex amplitudes vanishing at both walls. -/
theorem confinement_bound_complex (n : ℕ) (ψ : ℕ → ℂ) (h0 : ψ 0 = 0) (hw : ψ (n + 1) = 0) :
    confinementEnergy n * ∑ j ∈ range n, ‖ψ (j + 1)‖ ^ 2
      ≤ ∑ j ∈ range (n + 1), ‖ψ (j + 1) - ψ j‖ ^ 2 := by
  have hsq : ∀ z : ℂ, ‖z‖ ^ 2 = z.re ^ 2 + z.im ^ 2 := by
    intro z
    rw [Complex.sq_norm, Complex.normSq_apply]
    ring
  have hre := confinement_bound n (fun j => (ψ j).re) (by simp [h0]) (by simp [hw])
  have him := confinement_bound n (fun j => (ψ j).im) (by simp [h0]) (by simp [hw])
  unfold weight bondEnergy at hre him
  simp only [hsq, Complex.sub_re, Complex.sub_im, sum_add_distrib, mul_add]
  linarith

end

end HardWallChain
```

```lean
#print axioms HardWallChain.confinementEnergy_isLeast
#print axioms HardWallChain.confinement_bound_complex
```

```
'HardWallChain.confinementEnergy_isLeast' depends on axioms: [propext, Classical.choice, Quot.sound]
'HardWallChain.confinement_bound_complex' depends on axioms: [propext, Classical.choice, Quot.sound]
```

## How the Lean proof follows the chain

The lemmas `groundMode_walls`, `groundMode_pos` and `groundMode_schrodinger` establish the three properties of the half-wave. The last one rewrites the arguments at $j+2$ and $j$ as the middle argument plus or minus $\theta$, then applies the addition formulas and the half-angle form of $\cos\theta$.

The central step is `partial_energy_balance`. It is stated for any `s` that starts at zero, satisfies the recursion `hrec` and is nonzero on sites $1$ to $m+1$. Inside it, `key` is the single-bond identity: $c$ is eliminated with the recursion, `field_simp` clears the denominators and `ring` compares coefficients. The induction on `m` starts at the left wall. In the successor step, `linear_combination` adds `key` to the induction hypothesis, which is the passing-on of the boundary term.

`energy_excess` applies this balance to the half-wave, so the assumptions on `s` are now proved facts. It then adds the last bond and cancels the boundary term. Its chain has `m + 1` interior sites, which is why the later proofs treat $n=0$ separately. With `localExcess_nonneg`, the bound is a sum of nonnegative terms followed by `linarith`.

In `confinement_eq_iff`, `sum_eq_zero_iff_of_nonneg` turns a vanishing excess into vanishing individual terms. A second induction, `hr`, carries the ratio at site 1 along the chain. The converse substitutes $u_j=c\,s_j$ into each term.

`confinementEnergy_isLeast` scales the half-wave by the inverse square root of its weight, without evaluating that weight, and reads off its energy from the equality case. The lower bound is `confinement_bound` at weight 1. The complex theorem splits each squared norm into real and imaginary parts and adds the two real inequalities.
